# Under a pair potential, the energy of two disjoint clusters is the sum of their own energies and the interaction between them

Atoms are modelled as a finite set of distinct points in `d`-dimensional Euclidean space, and their energy is half the sum of `φ (dist x y)` over ordered pairs of different points, where `φ` may be any real function. The theorem says that if two such sets `A` and `B` share no point, the energy of their union is the energy of `A` plus the energy of `B` plus the sum of `φ (dist x y)` over all `x` in `A` and `y` in `B`. The proof splits the double sum over the union into four parts. Two give the clusters' own energies, and `c1` and `c2` show that each of the two cross sums equals the interaction, so that the factor of one half leaves it counted once.

This version doesn't compile in Lean 4 with Mathlib:

```lean
import Mathlib

open scoped Classical

noncomputable section

namespace PairPotentialCollapse

/-- Physical space of dimension `d` with the Euclidean distance. -/
abbrev Space (d : ℕ) := EuclideanSpace ℝ (Fin d)

/-- Energy of a finite set of distinct atoms with pair potential `φ`: half the sum over
ordered pairs of different atoms. -/
def pairEnergy {d : ℕ} (φ : ℝ → ℝ) (S : Finset (Space d)) : ℝ :=
  (1 / 2) * ∑ x ∈ S, ∑ y ∈ S, if x = y then 0 else φ (dist x y)

/-- The energy of two disjoint clusters is the sum of their own energies and the
interaction between them. -/
theorem pairEnergy_union {d : ℕ} (φ : ℝ → ℝ) {A B : Finset (Space d)} (h : Disjoint A B) :
    pairEnergy φ (A ∪ B) =
      pairEnergy φ A + pairEnergy φ B + ∑ x ∈ A, ∑ y ∈ B, φ (dist x y) := by
  have c1 : (∑ x ∈ A, ∑ y ∈ B, if x = y then 0 else φ (dist x y)) =
      ∑ x ∈ A, ∑ y ∈ B, φ (dist x y) :=
    Finset.sum_congr rfl fun x hx => Finset.sum_congr rfl fun y hy =>
      if_neg fun e => Finset.disjoint_left.1 h hx (e ▸ hy)
  have c2 : (∑ x ∈ B, ∑ y ∈ A, if x = y then 0 else φ (dist x y)) =
      ∑ x ∈ A, ∑ y ∈ B, φ (dist x y) := by
    rw [Finset.sum_comm]
    refine Finset.sum_congr rfl fun x hx => Finset.sum_congr rfl fun y hy => ?_
    rw [if_neg fun e => Finset.disjoint_left.1 h hx (e ▸ hy), dist_comm]
  unfold pairEnergy
  simp only [Finset.sum_union h, Finset.sum_add_distrib]
  rw [c1, c2]
  ring

end PairPotentialCollapse
```

The compiler's answer:

```
Main.lean:25:51: error: invalid `▸` notation, argument
  e
has type
  ?m.91
equality expected
Main.lean:30:53: error: invalid `▸` notation, argument
  e
has type
  ?m.178
equality expected
```

What went wrong. Both messages say that `▸` needs an equality, but the type of `e` is still an unknown, `?m.91` or `?m.178`. In each place `e` is the hypothesis that the condition of the `if` holds, and `if_neg` asks for a refutation of it. Lean had not yet settled what that condition was when it reached `e ▸ hy`. In `c2` this is because `rw` elaborates the term it is given before matching it against the goal, so the `if` in the goal cannot yet supply the condition.

The repair states the type of `e`: `x = y` in `c1`, and `y = x` in `c2`, where the sums have been swapped. The contradiction needs `x ∈ B`, while `hy` says `y ∈ B`. In place of `▸`, `rw [e]` or `rw [← e]` now turns the first into the second, and `exact hy` closes it. The new line break before `dist_comm` is mere layout.

As a diff, the version that Lean accepts:

```diff
@@ -23,10 +23,11 @@
       ∑ x ∈ A, ∑ y ∈ B, φ (dist x y) :=
     Finset.sum_congr rfl fun x hx => Finset.sum_congr rfl fun y hy =>
-      if_neg fun e => Finset.disjoint_left.1 h hx (e ▸ hy)
+      if_neg (fun e : x = y => Finset.disjoint_left.1 h hx (by rw [e]; exact hy))
   have c2 : (∑ x ∈ B, ∑ y ∈ A, if x = y then 0 else φ (dist x y)) =
       ∑ x ∈ A, ∑ y ∈ B, φ (dist x y) := by
     rw [Finset.sum_comm]
     refine Finset.sum_congr rfl fun x hx => Finset.sum_congr rfl fun y hy => ?_
-    rw [if_neg fun e => Finset.disjoint_left.1 h hx (e ▸ hy), dist_comm]
+    rw [if_neg (fun e : y = x => Finset.disjoint_left.1 h hx (by rw [← e]; exact hy)),
+      dist_comm]
   unfold pairEnergy
   simp only [Finset.sum_union h, Finset.sum_add_distrib]
```
